# Averaging a periodic density over the small cells of a supercell keeps its structure factors at the small cell's reciprocal lattice vectors and removes all others

Take any complex density on a finite one-dimensional ring of `N * M` sites, seen as a large cell made of `N` small cells of `M` sites each, and replace its value at each site by the mean over the `N` translates by multiples of `M`. The theorem says that the unnormalised structure factor F(k) = ∑ₓ f(x) exp(−2πikx/(NM)) is unchanged by this averaging when `N` divides k, and becomes zero otherwise. The surviving k are the reciprocal lattice vectors of the small cell. The proof writes the averaged structure factor as F(k) times the mean of the phases exp(2πikj/N) for j from 0 to N − 1, a geometric sum that gives 1 or 0.

The first attempt, which Lean rejects:

```lean
import Mathlib

open Finset ComplexConjugate

namespace StructureFactorCellAverage

noncomputable section

/-- The unnormalised structure factor `F(k) = ∑ₓ f(x) exp(-2πi k x / L)` of a complex density
on a ring of `L ≥ 1` sites. -/
def structureFactor {L : ℕ} [NeZero L] (f : ZMod L → ℂ) (k : ZMod L) : ℂ :=
  ∑ x, f x * ZMod.stdAddChar (-(k * x))

/-- The average of a density over the `N ≥ 1` small cells of length `M` in the large cell. -/
def cellAverage (N M : ℕ) [NeZero N] [NeZero M] (f : ZMod (N * M) → ℂ)
    (x : ZMod (N * M)) : ℂ :=
  (∑ j ∈ range N, f (x + j * M)) / N

/-- Shifting the density by `a` sites multiplies each structure factor by the phase
`exp(2πi k a / L)`. -/
theorem structureFactor_shift {L : ℕ} [NeZero L] (f : ZMod L → ℂ) (a k : ZMod L) :
    structureFactor (fun x => f (x + a)) k
      = ZMod.stdAddChar (k * a) * structureFactor f k := by
  have h : structureFactor f k = ∑ x, f (x + a) * ZMod.stdAddChar (-(k * (x + a))) :=
    (Equiv.sum_comp (Equiv.addRight a) (fun x => f x * ZMod.stdAddChar (-(k * x)))).symm
  rw [h, structureFactor, mul_sum]
  refine sum_congr rfl fun x _ => ?_
  have e : -(k * x) = k * a + -(k * (x + a)) := by ring
  rw [e, AddChar.map_add_eq_mul]
  ring

variable {N M : ℕ} [NeZero N] [NeZero M]

/-- Averaging over the small cells keeps the structure factors with `k` divisible by `N` and
removes all others. -/
theorem structureFactor_cellAverage (f : ZMod (N * M) → ℂ) (k : ZMod (N * M)) :
    structureFactor (cellAverage N M f) k
      = if N ∣ k.val then structureFactor f k else 0 := by
  have hN : (N : ℂ) ≠ 0 := Nat.cast_ne_zero.mpr (NeZero.ne N)
  have hdvd : k * (M : ZMod (N * M)) = 0 ↔ N ∣ k.val := by
    have h : k * (M : ZMod (N * M)) = ((k.val * M : ℕ) : ZMod (N * M)) := by
      rw [Nat.cast_mul, ZMod.natCast_zmod_val]
    rw [h, CharP.cast_eq_zero_iff (ZMod (N * M)) (N * M)]
    exact mul_dvd_mul_iff_right (NeZero.ne M)
  have hpow (j : ℕ) : (ZMod.stdAddChar (k * ((j : ZMod (N * M)) * (M : ZMod (N * M)))) : ℂ)
      = ZMod.stdAddChar (k * (M : ZMod (N * M))) ^ j := by
    rw [← AddChar.map_nsmul_eq_pow, nsmul_eq_mul, mul_left_comm]
  -- the N cells contribute a geometric sum of phases
  have hsum : structureFactor (cellAverage N M f) k
      = (∑ j ∈ range N, (ZMod.stdAddChar (k * (M : ZMod (N * M))) : ℂ) ^ j) / N
        * structureFactor f k := by
    calc structureFactor (cellAverage N M f) k
        = (∑ j ∈ range N, structureFactor (fun x => f (x + j * M)) k) / N := by
          simp only [structureFactor]
          rw [sum_comm, sum_div]
          refine sum_congr rfl fun x _ => ?_
          rw [cellAverage, ← sum_mul]
          ring
      _ = _ := by
          rw [div_mul_eq_mul_div, sum_mul]
          congr 1
          refine sum_congr rfl fun j _ => ?_
          rw [structureFactor_shift, hpow]
  by_cases hk : N ∣ k.val
  · rw [hsum, if_pos hk, hdvd.2 hk, AddChar.map_zero_eq_one]
    simp [hN]
  · have h1 : (ZMod.stdAddChar (k * (M : ZMod (N * M))) : ℂ) ≠ 1 := by
      intro h
      rw [← AddChar.map_zero_eq_one (ZMod.stdAddChar (N := N * M))] at h
      exact hk (hdvd.1 (ZMod.injective_stdAddChar h))
    have hNM : (N : ZMod (N * M)) * M = 0 := by
      rw [← Nat.cast_mul]
      exact ZMod.natCast_self _
    have hg := geom_sum_mul (ZMod.stdAddChar (k * (M : ZMod (N * M))) : ℂ) N
    rw [← hpow N, hNM, mul_zero, AddChar.map_zero_eq_one, sub_self] at hg
    rw [hsum, if_neg hk, (mul_eq_zero.mp hg).resolve_right (sub_ne_zero.mpr h1)]
    simp

end

end StructureFactorCellAverage
```

Lean reports:

```
Main.lean:53:55: error(lean.synthInstanceFailed): failed to synthesize instance of type class
  HAdd (ZMod ?m.217) ℕ ?m.226

Hint: Type class instance resolution failures can be inspected with the `set_option trace.Meta.synthInstance true` command.
Try this:
  [apply] ring_nf
  
  The `ring` tactic failed to close the goal. Use `ring_nf` to obtain a normal form.
    
  Note that `ring` works primarily in *commutative* rings. If you have a noncommutative ring, abelian group or module, consider using `noncomm_ring`, `abel` or `module` instead.
Main.lean:53:77: error: unsolved goals
N M : ℕ
inst✝¹ : NeZero N
inst✝ : NeZero M
f : ZMod (N * M) → ℂ
k : ZMod (N * M)
hN : ↑N ≠ 0
hdvd : k * ↑M = 0 ↔ N ∣ k.val
hpow : ∀ (j : ℕ), ZMod.stdAddChar (k * (↑j * ↑M)) = ZMod.stdAddChar (k * ↑M) ^ j
x : ZMod (N * M)
x✝ : x ∈ univ
⊢ (∑ j ∈ range N, f (x + ↑M * ↑j)) * (↑N)⁻¹ * ZMod.stdAddChar (-(x * k)) =
    (↑N)⁻¹ * ZMod.stdAddChar (-(x * k)) * ∑ x ∈ range N, f sorry
```

Diagnosis. The first error comes from `fun x => f (x + j * M)` in the first step of the `calc` block. `structureFactor` takes the ring size as an implicit argument, and when Lean reaches the sum that size is still unknown, shown as `ZMod ?m.217`. The argument `k`, which would fix it, comes only afterwards. Here `j` and `M` are natural numbers, and Lean leaves their product in `ℕ` instead of casting it into the ring, so it looks for a way to add a natural number to an element of `ZMod ?m.217` and finds none.

The second error follows from the first. Lean puts `sorry` in place of the faulty term, so the right side of the goal contains `f sorry` where the left has `f (x + ↑M * ↑j)`, and `ring` can't make the two agree. The suggested `ring_nf` wouldn't help with that.

Writing `fun x : ZMod (N * M) =>` gives the ring size at the start. Lean then casts `j` and `M` into that ring, the sum makes sense, and the same `ring` closes the goal. The new line break is mere tidying.

After these edits no error is left:

```diff
@@ -51,5 +51,6 @@
         * structureFactor f k := by
     calc structureFactor (cellAverage N M f) k
-        = (∑ j ∈ range N, structureFactor (fun x => f (x + j * M)) k) / N := by
+        = (∑ j ∈ range N,
+            structureFactor (fun x : ZMod (N * M) => f (x + j * M)) k) / N := by
           simp only [structureFactor]
           rw [sum_comm, sum_div]
```
